# A lower bound on the total dipole of a stable, symmetrically coupled layer

**Q.** Let me fix the model first. There are N ≥ 1 sites on a surface, and site i carries a dipole p_i along the surface normal. All sites have the same polarizability α, and p0 is the dipole that each would carry without coupling. The coupling matrix T gives the depolarizing field at site i as Σ_j T_ij p_j, so

p_i = p0 − α Σ_j T_ij p_j.

With A = 1 + αT and u the vector of ones, this is A p = p0 u. Where are the sites in the Lean file?

**A.** They are the elements of a finite type `ι`, and N is `Fintype.card ι`. No geometry enters, only the matrix.

```lean
import Mathlib

open Matrix

namespace UniformDipoleBound

noncomputable section

variable {ι : Type*} [Fintype ι] [DecidableEq ι]
```

The vector u is `ones ι`, with entries 1 and therefore squared length N.

```lean
/-- The uniform pattern with unit dipole on every site. -/
def ones (ι : Type*) : ι → ℝ := fun _ => 1
```

The matrix A is `response α T`. The name is only a label: A multiplies the dipoles, and it is the inverse of A, where it exists, that gives them, p = p0 A⁻¹ u. The plus sign in A fixes your convention: for α > 0, positive entries of T depolarize, as parallel dipoles standing side by side do.

```lean
/-- The response matrix `1 + α T` of sites with polarizability `α` and dipole coupling `T`. -/
def response (α : ℝ) (T : Matrix ι ι ℝ) : Matrix ι ι ℝ := 1 + α • T
```

**Q.** What does "stable" mean here?

**A.** That xᵀA x > 0 for every nonzero pattern x. For α > 0 and symmetric T, this says that every distortion of the normal dipoles costs energy, so the model has no polarization catastrophe; an instability of in-plane dipoles, which the model leaves out, is not excluded. It is assumed, not derived from a geometry. Symmetry of T is a separate hypothesis, `T.IsSymm`, and stands for reciprocity: site i acts on j as j acts on i.

```lean
/-- The quadratic form of `A` is positive for every nonzero dipole pattern. -/
def Stable (A : Matrix ι ι ℝ) : Prop := ∀ x : ι → ℝ, x ≠ 0 → 0 < x ⬝ᵥ A *ᵥ x
```

Two more quantities are needed: the row sum r_i = Σ_j T_ij, and K = uᵀA u, called `collectiveStiffness`.

```lean
/-- The total coupling of site `i` to all sites. -/
def rowSum (T : Matrix ι ι ℝ) (i : ι) : ℝ := ∑ j, T i j

/-- The quadratic form of the response matrix at the uniform unit pattern. -/
def collectiveStiffness (α : ℝ) (T : Matrix ι ι ℝ) : ℝ :=
  ones ι ⬝ᵥ response α T *ᵥ ones ι
```

**Q.** How do you get from these to a bound? Please do it by hand.

**A.** First, (A u)_i = 1 + α r_i, and summing over sites gives

K = N + α Σ_i r_i.

Since u ≠ 0, stability gives K > 0. Now compare the true dipoles with a uniform trial dipole c. Write P = Σ_i p_i and expand:

(p − c u)ᵀA(p − c u) = pᵀA p − c pᵀA u − c uᵀA p + c² K.

The site equations give pᵀA p = p0 P and uᵀA p = N p0. By symmetry, pᵀA u = (A p)ᵀu = N p0 as well. Hence

(p − c u)ᵀA(p − c u) = p0 P − 2 c N p0 + c² K.

The right side is smallest at c = N p0/K, where it becomes

p0 P − 2 N² p0²/K + N² p0²/K = p0 (P − N² p0/K).

Now assume p0 > 0, which for nonzero p0 only fixes the direction in which the normal points. The left side is not negative, so

P ≥ N² p0/K.

**Q.** And when is it an equality?

**A.** Then the quadratic form vanishes, and stability forces p = c u with c = N p0/K > 0. The site equations become c(1 + α r_i) = p0 for every i. If α ≠ 0, all r_i agree.

Conversely, let r_i = r for all i and put s = 1 + α r. Then A u = s u and K = N s, so s > 0, and (p0/s) u solves the site equations. If z is the difference between p and this solution, then A z = 0, so zᵀA z = 0 and z = 0. Thus p_i = p0/s, and P = N p0/s = N² p0/K.

**Q.** Does the Lean proof follow that route?

**A.** Yes. The first three lemmas compute A u, sum it to get K, and apply stability to u. `[Nonempty ι]` is the condition N ≥ 1; it supplies a site at which u is not zero.

```lean
/-- On a uniform unit pattern the response matrix gives `1 + α` times the row sum at each site. -/
theorem response_mulVec_ones (α : ℝ) (T : Matrix ι ι ℝ) (i : ι) :
    (response α T *ᵥ ones ι) i = 1 + α * rowSum T i := by
  have h : (T *ᵥ ones ι) i = rowSum T i := by
    simp [Matrix.mulVec, dotProduct, ones, rowSum]
  rw [response, Matrix.add_mulVec, Matrix.one_mulVec, Matrix.smul_mulVec,
    Pi.add_apply, Pi.smul_apply, h, smul_eq_mul]
  rfl

/-- The collective stiffness is the number of sites plus `α` times the sum of all couplings. -/
theorem collectiveStiffness_eq (α : ℝ) (T : Matrix ι ι ℝ) :
    collectiveStiffness α T = Fintype.card ι + α * ∑ i, rowSum T i := by
  have h : collectiveStiffness α T = ∑ i, (1 + α * rowSum T i) := by
    unfold collectiveStiffness dotProduct
    refine Finset.sum_congr rfl fun i _ => ?_
    rw [response_mulVec_ones]
    simp [ones]
  rw [h, Finset.sum_add_distrib, ← Finset.mul_sum]
  simp

/-- A stable layer with at least one site has positive collective stiffness. -/
theorem collectiveStiffness_pos [Nonempty ι] {α : ℝ} {T : Matrix ι ι ℝ}
    (hA : Stable (response α T)) : 0 < collectiveStiffness α T := by
  refine hA _ fun h => ?_
  have h1 := congrFun h (Classical.arbitrary ι)
  simp [ones] at h1
```

The expansion for arbitrary c comes next. Inside it, `h1` is the reciprocity step pᵀA u = N p0, the only step of the expansion that relies on the symmetry of T, through `hS`. The final `ring` collects the terms.

```lean
/-- For symmetric coupling, the quadratic form of the deviation of the true dipoles `p` from a
uniform trial dipole `c`, expressed through the total dipole and the collective stiffness. -/
theorem uniform_trial_deviation {α p0 : ℝ} {T : Matrix ι ι ℝ} {p : ι → ℝ} (hT : T.IsSymm)
    (hp : response α T *ᵥ p = p0 • ones ι) (c : ℝ) :
    (p - c • ones ι) ⬝ᵥ response α T *ᵥ (p - c • ones ι) =
      p0 * ∑ i, p i - 2 * c * p0 * Fintype.card ι + c ^ 2 * collectiveStiffness α T := by
  have hS : (response α T)ᵀ = response α T := by
    rw [response, Matrix.transpose_add, Matrix.transpose_one, Matrix.transpose_smul, hT.eq]
  have h2 : p ⬝ᵥ ones ι = ∑ i, p i := by simp [dotProduct, ones]
  have h3 : ones ι ⬝ᵥ ones ι = (Fintype.card ι : ℝ) := by simp [dotProduct, ones]
  -- reciprocity moves the response matrix from the uniform pattern onto `p`
  have h1 : p ⬝ᵥ response α T *ᵥ ones ι = p0 * Fintype.card ι := by
    rw [Matrix.dotProduct_mulVec, ← Matrix.mulVec_transpose, hS, hp, smul_dotProduct, h3,
      smul_eq_mul]
  rw [Matrix.mulVec_sub, Matrix.mulVec_smul, hp]
  simp only [sub_dotProduct, dotProduct_sub, smul_dotProduct, dotProduct_smul, smul_eq_mul]
  rw [h1, h2, h3, collectiveStiffness]
  ring
```

Inserting c = N p0/K gives the gap identity; `field_simp` does the cancellation of K in c² K.

```lean
/-- For a stable, symmetrically coupled layer and the trial dipole `N p0 / (uᵀ A u)`, the quadratic
form of the deviation is `p0` times the difference between the total dipole and `N² p0 / (uᵀ A u)`.
-/
theorem optimal_trial_gap [Nonempty ι] {α p0 : ℝ} {T : Matrix ι ι ℝ} {p : ι → ℝ}
    (hT : T.IsSymm) (hA : Stable (response α T)) (hp : response α T *ᵥ p = p0 • ones ι) :
    (p - (Fintype.card ι * p0 / collectiveStiffness α T) • ones ι) ⬝ᵥ
      response α T *ᵥ (p - (Fintype.card ι * p0 / collectiveStiffness α T) • ones ι) =
      p0 * (∑ i, p i - (Fintype.card ι : ℝ) ^ 2 * p0 / collectiveStiffness α T) := by
  have hK := (collectiveStiffness_pos hA).ne'
  rw [uniform_trial_deviation hT hp]
  generalize collectiveStiffness α T = K at hK ⊢
  have h : (Fintype.card ι * p0 / K) ^ 2 * K = (Fintype.card ι : ℝ) ^ 2 * p0 / K * p0 := by
    field_simp
  rw [h]
  ring
```

The next lemma treats equal row sums. It shows s ≠ 0 from K > 0, checks that the uniform pattern solves the equations, and uses stability for uniqueness, as above.

```lean
/-- If every site of a stable layer has the same row sum `r`, every site carries the dipole `p0 / (1
+ α r)`. -/
theorem dipole_of_equal_rowSums {α p0 r : ℝ} {T : Matrix ι ι ℝ} {p : ι → ℝ}
    (hA : Stable (response α T)) (hp : response α T *ᵥ p = p0 • ones ι)
    (hr : ∀ i, rowSum T i = r) (i : ι) : p i = p0 / (1 + α * r) := by
  have : Nonempty ι := ⟨i⟩
  have hu : response α T *ᵥ ones ι = (1 + α * r) • ones ι := by
    ext j
    rw [response_mulVec_ones, hr]
    simp [ones]
  have hs : 1 + α * r ≠ 0 := by
    intro h
    have hK := collectiveStiffness_pos hA
    rw [collectiveStiffness, hu, h, zero_smul, dotProduct_zero] at hK
    exact lt_irrefl _ hK
  -- the uniform pattern solves the same equations, and stability leaves no other solution
  have hz : response α T *ᵥ (p - (p0 / (1 + α * r)) • ones ι) = 0 := by
    rw [Matrix.mulVec_sub, Matrix.mulVec_smul, hp, hu, smul_smul, div_mul_cancel₀ _ hs, sub_self]
  have h0 : p - (p0 / (1 + α * r)) • ones ι = 0 := by
    by_contra h
    have h1 := hA _ h
    rw [hz, dotProduct_zero] at h1
    exact lt_irrefl _ h1
  have h2 := congrFun h0 i
  simp only [Pi.sub_apply, Pi.smul_apply, ones, smul_eq_mul, mul_one, Pi.zero_apply] at h2
  linarith
```

**Q.** Now read me the main statement. I want to know what it assumes about p.

**A.** For a nonempty finite set of sites, symmetric T, stable A, p0 > 0 and any p satisfying A p = p0 u, the sum of the p_i is at least N² p0/K. The vector p is any solution of the site equations; it is not assumed to be uniform or positive. The proof supposes the bound fails, so that the gap is negative. The deviation from the uniform trial is then nonzero, and stability makes its quadratic form positive, a contradiction.

```lean
/-- Uniform-dipole bound: for `p0 > 0`, the total dipole of a stable, symmetrically coupled layer is
at least `N² p0 / (uᵀ A u)`. -/
theorem uniform_dipole_bound [Nonempty ι] {α p0 : ℝ} {T : Matrix ι ι ℝ} {p : ι → ℝ}
    (hT : T.IsSymm) (hA : Stable (response α T)) (hp0 : 0 < p0)
    (hp : response α T *ᵥ p = p0 • ones ι) :
    (Fintype.card ι : ℝ) ^ 2 * p0 / collectiveStiffness α T ≤ ∑ i, p i := by
  have hgap := optimal_trial_gap hT hA hp
  by_contra h
  have hneg := mul_neg_of_pos_of_neg hp0 (sub_neg.mpr (not_le.mp h))
  rw [← hgap] at hneg
  have hne : p - (Fintype.card ι * p0 / collectiveStiffness α T) • ones ι ≠ 0 := by
    intro h0
    rw [h0, zero_dotProduct] at hneg
    exact lt_irrefl _ hneg
  exact lt_asymm hneg (hA _ hne)
```

**Q.** You slipped in α ≠ 0 for equality. Is it really needed?

**A.** Yes. Take an open chain of three sites with nearest-neighbour coupling 1, whose row sums are 1, 2, 1. At α = 0 every site carries p0, so P = 3 p0, which is exactly the bound, although the row sums differ. With α ≠ 0, the equivalence holds. Its forward half cancels c and then α by `mul_left_cancel₀`; its backward half uses the uniform solution.

```lean
/-- For a stable, symmetrically coupled layer with nonzero polarizability and `p0 > 0`, the
uniform-dipole bound is attained exactly when all row sums of the coupling matrix are equal. -/
theorem uniform_dipole_bound_eq_iff [Nonempty ι] {α p0 : ℝ} {T : Matrix ι ι ℝ} {p : ι → ℝ}
    (hT : T.IsSymm) (hA : Stable (response α T)) (hα : α ≠ 0) (hp0 : 0 < p0)
    (hp : response α T *ᵥ p = p0 • ones ι) :
    ∑ i, p i = (Fintype.card ι : ℝ) ^ 2 * p0 / collectiveStiffness α T ↔
      ∀ i j, rowSum T i = rowSum T j := by
  have hK := collectiveStiffness_pos hA
  have hN : (0 : ℝ) < Fintype.card ι := Nat.cast_pos.mpr Fintype.card_pos
  constructor
  · intro h
    have hgap := optimal_trial_gap hT hA hp
    rw [h, sub_self, mul_zero] at hgap
    have hc : 0 < Fintype.card ι * p0 / collectiveStiffness α T := by positivity
    generalize Fintype.card ι * p0 / collectiveStiffness α T = c at hgap hc
    -- a vanishing gap forces the dipoles to be uniform
    have hpc : p = c • ones ι := by
      by_contra hne
      exact (hA _ (sub_ne_zero.mpr hne)).ne' hgap
    have hrow : ∀ i, c * (1 + α * rowSum T i) = p0 := by
      intro i
      have h1 := congrFun hp i
      rw [hpc, Matrix.mulVec_smul, Pi.smul_apply, response_mulVec_ones] at h1
      simpa only [Pi.smul_apply, ones, smul_eq_mul, mul_one] using h1
    intro i j
    have h2 := mul_left_cancel₀ hc.ne' ((hrow i).trans (hrow j).symm)
    exact mul_left_cancel₀ hα (add_left_cancel h2)
  · intro h
    obtain ⟨k⟩ := ‹Nonempty ι›
    have hr : ∀ i, rowSum T i = rowSum T k := fun i => h i k
    have hKr : collectiveStiffness α T = Fintype.card ι * (1 + α * rowSum T k) := by
      rw [collectiveStiffness_eq, Finset.sum_congr rfl fun i _ => hr i]
      simp only [Finset.sum_const, Finset.card_univ, nsmul_eq_mul]
      ring
    have hs : 1 + α * rowSum T k ≠ 0 := by
      intro h0
      rw [hKr, h0, mul_zero] at hK
      exact lt_irrefl _ hK
    rw [Finset.sum_congr rfl fun i _ => dipole_of_equal_rowSums hA hp hr i, hKr]
    simp only [Finset.sum_const, Finset.card_univ, nsmul_eq_mul]
    generalize 1 + α * rowSum T k = s at hs ⊢
    have hN' := hN.ne'
    field_simp
```

**Q.** And if I drop stability?

**A.** The bound itself can fail. Keep the same chain, with α = 1 and p0 = 1. The dipoles (0, 1, 0) solve the site equations, so P = 1. But K = 3 + 4 = 7, and the bound would demand P ≥ 9/7. Here A has the negative eigenvalue 1 − √2.

**Q.** What does this tell me about a work function?

**A.** In this finite, linear model with one polarizability, symmetric T, stable A and p0 > 0, replacing every site's coupling by the average never overestimates the total normal dipole, and at fixed area the dipole contribution to the work-function shift is proportional to that total. Dividing by N gives the form with the average row sum t = (Σ_i r_i)/N:

P/N ≥ p0/(1 + α t).

The proof rewrites 1 + α t as K/N and applies the main bound.

```lean
/-- For `p0 > 0`, the mean dipole per site of a stable, symmetrically coupled layer is at least `p0
/ (1 + α t)`, with `t` the average row sum. -/
theorem mean_dipole_bound [Nonempty ι] {α p0 : ℝ} {T : Matrix ι ι ℝ} {p : ι → ℝ}
    (hT : T.IsSymm) (hA : Stable (response α T)) (hp0 : 0 < p0)
    (hp : response α T *ᵥ p = p0 • ones ι) :
    p0 / (1 + α * ((∑ i, rowSum T i) / Fintype.card ι)) ≤ (∑ i, p i) / Fintype.card ι := by
  have hb := uniform_dipole_bound hT hA hp0 hp
  have hK := (collectiveStiffness_pos hA).ne'
  have hN : (0 : ℝ) < Fintype.card ι := Nat.cast_pos.mpr Fintype.card_pos
  have hN' := hN.ne'
  have e : 1 + α * ((∑ i, rowSum T i) / Fintype.card ι) =
      collectiveStiffness α T / Fintype.card ι := by
    rw [collectiveStiffness_eq]
    field_simp
  rw [e, le_div_iff₀ hN]
  refine le_trans (le_of_eq ?_) hb
  generalize collectiveStiffness α T = K at hK ⊢
  field_simp
```

**Q.** So every site carries at least p0/(1 + α t)?

**A.** No, and that misreading comes readily. The bound concerns the mean only. The chain shows it at α = 1/4 and p0 = 1, where the dipoles are 6/7, 4/7, 6/7. The average row sum is 4/3, so the bound on the mean is 3/4. The mean is 16/21, about 0.762, but the middle site carries only 4/7, about 0.571.

```lean
/-- Nearest-neighbour coupling of three sites in an open chain. -/
def chain : Matrix (Fin 3) (Fin 3) ℝ := !![0, 1, 0; 1, 0, 1; 0, 1, 0]
```

The last theorem verifies that this chain is symmetric and stable, that these dipoles solve its equations, and that the total 16/7 lies strictly above the bound 9/4. Stability follows by completing squares:

xᵀA x = (x_0 + x_1/4)² + (x_2 + x_1/4)² + (7/8) x_1².

If this were not positive, x_1 would vanish, then x_0 and x_2, contradicting x ≠ 0. The remaining parts are arithmetic, entry by entry.

```lean
/-- The open chain with `α = 1/4`, `p0 = 1` and dipoles `6/7, 4/7, 6/7` is symmetric, stable and
solves the site equations, and its total dipole lies strictly above the bound. -/
theorem chain_witness :
    chain.IsSymm ∧ Stable (response (1 / 4) chain) ∧
      response (1 / 4) chain *ᵥ ![6 / 7, 4 / 7, 6 / 7] = (1 : ℝ) • ones (Fin 3) ∧
      (Fintype.card (Fin 3) : ℝ) ^ 2 * 1 / collectiveStiffness (1 / 4) chain <
        ∑ i, (![6 / 7, 4 / 7, 6 / 7] : Fin 3 → ℝ) i := by
  refine ⟨?_, ?_, ?_, ?_⟩
  · ext i j
    fin_cases i <;> fin_cases j <;> simp [chain]
  · intro x hx
    -- complete the squares
    have e : x ⬝ᵥ response (1 / 4) chain *ᵥ x =
        (x 0 + x 1 / 4) ^ 2 + (x 2 + x 1 / 4) ^ 2 + 7 / 8 * (x 1) ^ 2 := by
      simp [response, chain, Matrix.mulVec, dotProduct, Fin.sum_univ_three, Matrix.one_apply]
      ring
    rw [e]
    by_contra h
    have h' := not_lt.mp h
    have h1 : x 1 = 0 := by
      refine pow_eq_zero_iff two_ne_zero |>.mp (le_antisymm ?_ (sq_nonneg (x 1)))
      linarith [sq_nonneg (x 0 + x 1 / 4), sq_nonneg (x 2 + x 1 / 4)]
    rw [h1] at h'
    have h0 : x 0 = 0 := by
      refine pow_eq_zero_iff two_ne_zero |>.mp (le_antisymm ?_ (sq_nonneg (x 0)))
      linarith [sq_nonneg (x 2)]
    have h2 : x 2 = 0 := by
      refine pow_eq_zero_iff two_ne_zero |>.mp (le_antisymm ?_ (sq_nonneg (x 2)))
      linarith [sq_nonneg (x 0)]
    apply hx
    ext i
    fin_cases i <;> simp [h0, h1, h2]
  · ext i
    fin_cases i <;>
      simp [response, chain, ones, Matrix.mulVec, dotProduct, Fin.sum_univ_three,
        Matrix.one_apply] <;>
      norm_num
  · rw [collectiveStiffness_eq]
    simp [rowSum, chain, Fin.sum_univ_three]
    norm_num

end

end UniformDipoleBound
```

```lean
#print axioms UniformDipoleBound.uniform_dipole_bound
#print axioms UniformDipoleBound.uniform_dipole_bound_eq_iff
#print axioms UniformDipoleBound.mean_dipole_bound
```

```
'UniformDipoleBound.uniform_dipole_bound' depends on axioms: [propext, Classical.choice, Quot.sound]
'UniformDipoleBound.uniform_dipole_bound_eq_iff' depends on axioms: [propext, Classical.choice, Quot.sound]
'UniformDipoleBound.mean_dipole_bound' depends on axioms: [propext, Classical.choice, Quot.sound]
```

**Q.** Which real layers fall outside the model?

**A.** Those with different polarizabilities or different uncoupled dipoles on different sites, and those with nonlinear response. If charge transfer changes p0 with coverage, the bound can still be applied at each coverage with the p0 of that coverage, but not with one p0 for all. In-plane dipole components are absent too. Diagonal entries of T are allowed, so a site's interaction with its own image can be included, provided that A stays stable.
